# For β ≤ 0, filling every orbital below a cut-off above α − 2β puts 2n electrons on an n-site Hückel ring

In the Hückel model of a finite ring of n sites, with non-interacting electrons, the orbital energies are α + 2β cos(2πk/n) for k = 0, …, n − 1. The theorem `huckel_full` says that if β ≤ 0 and the cut-off ε lies strictly above α − 2β, then placing two electrons in each orbital with energy below ε gives 2n electrons in all. The attempt unfolds the electron count and uses the bound `level_le` to show that every orbital lies below ε. It then tries to replace the filtered set of orbitals by the whole of `Finset.range n`, which has n elements.

In Lean, a first try:

```lean
import Mathlib

open scoped Real

namespace HuckelFull

noncomputable section

/-- The energy `α + 2β cos(qπ/n)` of a wave with phase step `qπ/n` on a ring of `n ≥ 1` sites. -/
def level (α β : ℝ) (n q : ℕ) : ℝ := α + 2 * β * Real.cos (q * π / n)

/-- The orbital energies of the Hückel ring with `n ≥ 1` sites: even `q = 2k`. -/
def huckelLevel (α β : ℝ) (n k : ℕ) : ℝ := level α β n (2 * k)

/-- The number of electrons when each of the orbitals `0, …, n - 1` with energy below `ε`
holds two. -/
def electronsBelow (E : ℕ → ℝ) (n : ℕ) (ε : ℝ) : ℕ :=
  2 * ((Finset.range n).filter (fun k => E k < ε)).card

/-- For `β ≤ 0` no level lies above `α - 2β`. -/
theorem level_le (α : ℝ) {β : ℝ} (hβ : β ≤ 0) (n q : ℕ) : level α β n q ≤ α - 2 * β := by
  unfold level
  nlinarith [mul_nonneg (neg_nonneg.mpr hβ)
    (by linarith [Real.neg_one_le_cos (q * π / n)] : 0 ≤ Real.cos (q * π / n) + 1)]

/-- If the orbitals below `ε` are the first `a` and the last `b` of `n`, with `a + b ≤ n`, they
hold `2(a + b)` electrons. -/
theorem electrons_of_ends {E : ℕ → ℝ} {ε : ℝ} {n a b : ℕ} (hab : a + b ≤ n)
    (hE : ∀ k < n, (E k < ε ↔ k < a ∨ n ≤ k + b)) :
    electronsBelow E n ε = 2 * (a + b) := by
  have e : (Finset.range n).filter (fun k => E k < ε)
      = Finset.range a ∪ Finset.Ico (n - b) n := by
    ext k
    simp only [Finset.mem_filter, Finset.mem_range, Finset.mem_union, Finset.mem_Ico]
    constructor
    · rintro ⟨hk, h⟩
      have h' := (hE k hk).mp h
      omega
    · intro h
      have hk : k < n := by omega
      exact ⟨hk, (hE k hk).mpr (by omega)⟩
  have d : Disjoint (Finset.range a) (Finset.Ico (n - b) n) := by
    refine Finset.disjoint_left.mpr fun k hk hk' => ?_
    simp only [Finset.mem_range, Finset.mem_Ico] at hk hk'
    omega
  rw [electronsBelow, e, Finset.card_union_of_disjoint d, Finset.card_range, Nat.card_Ico]
  omega

/-- For `β ≤ 0`, a cut-off above `α - 2β` fills the whole Hückel ring with `2n` electrons. -/
theorem huckel_full {α β ε : ℝ} (hβ : β ≤ 0) (n : ℕ) (h : α - 2 * β < ε) :
    electronsBelow (huckelLevel α β n) n ε = 2 * n := by
  rw [electronsBelow, Finset.filter_true_of_mem
    (fun k _ => lt_of_le_of_lt (level_le α hβ n (2 * k)) h), Finset.card_range]

end

end HuckelFull
```

The error:

```
Main.lean:52:22: error: Tactic `rewrite` failed: Did not find an occurrence of the pattern
  {k ∈ ?m.32 | level α β n (2 * k) < ε}
in the target expression
  2 * {k ∈ Finset.range n | huckelLevel α β n k < ε}.card = 2 * n

α β ε : ℝ
hβ : β ≤ 0
n : ℕ
h : α - 2 * β < ε
⊢ 2 * {k ∈ Finset.range n | huckelLevel α β n k < ε}.card = 2 * n
```

Cause. The message says that `rw` found no filtered set with the condition `level α β n (2 * k) < ε` in the goal. Lean took that condition from the type of the proof supplied to `Finset.filter_true_of_mem`, and `level_le` speaks of `level`. The goal's condition is `huckelLevel α β n k < ε`. The two are equal by definition, but `rw` does not unfold an ordinary definition such as `huckelLevel` when it looks for its pattern.

The repair applies `electrons_of_ends` with `a := n` and `b := 0`, so that the "first `a`" orbitals are all of them. The goal now fixes the energies as `huckelLevel α β n`, and the bound is checked against the known type `huckelLevel α β n k < ε`. In that check Lean may unfold `huckelLevel`, so the same bound is accepted. The other arguments meet the lemma's remaining conditions: `omega` proves `n + 0 ≤ n`, and `hk` gives `k < n`. Writing `.trans_lt` for `lt_of_le_of_lt` is mere tidying.

This version goes through:

```diff
@@ -49,7 +49,7 @@
 /-- For `β ≤ 0`, a cut-off above `α - 2β` fills the whole Hückel ring with `2n` electrons. -/
 theorem huckel_full {α β ε : ℝ} (hβ : β ≤ 0) (n : ℕ) (h : α - 2 * β < ε) :
-    electronsBelow (huckelLevel α β n) n ε = 2 * n := by
-  rw [electronsBelow, Finset.filter_true_of_mem
-    (fun k _ => lt_of_le_of_lt (level_le α hβ n (2 * k)) h), Finset.card_range]
+    electronsBelow (huckelLevel α β n) n ε = 2 * n :=
+  electrons_of_ends (a := n) (b := 0) (by omega) (fun k hk =>
+    ⟨fun _ => Or.inl hk, fun _ => (level_le α hβ n (2 * k)).trans_lt h⟩)
 
 end
```
